# Finer slicing does not make the primitive Coulomb weight of an attractive pair integrable

In a path-integral simulation of an electron and a proton, the primitive approximation gives each of N imaginary-time slices the potential factor exp(-(β/N) V(r)), where β is the inverse temperature and r the distance between the charges. The attraction makes this factor blow up at r = 0. Increasing N weakens the exponent, and the volume element r² dr suppresses short distances. Do these two effects together keep the weight integrable?

The sheet treats one distance in one slice, without the free-particle kernels that link neighbouring slices and without the angular factor 4π. The potential is V(r) = -g/r, where g = -q₁q₂/(4πε₀) for charges q₁ and q₂: g > 0 for opposite charges, g < 0 for like charges.

```lean
import Mathlib

open MeasureTheory Set Filter Topology

namespace CoulombCollapse

noncomputable section

/-- The Coulomb potential `-g / r` at distance `r ≠ 0`; it is attractive for `g > 0`. -/
def coulomb (g r : ℝ) : ℝ := -g / r
```

The slice factor is defined for any potential V.

```lean
/-- The Boltzmann factor `exp (-(β/N) V(r))` of one of `N ≥ 1` imaginary-time slices. -/
def sliceFactor (β : ℝ) (N : ℕ) (V : ℝ → ℝ) (r : ℝ) : ℝ :=
  Real.exp (-(β / N) * V r)
```

The radial measure is r^k dr on 0 < r < R, with k = 0, 1, 2, …; three-dimensional space has k = 2. To regularise, freeze the potential inside a core of radius s > 0:

I_N(s) = ∫₀ᴿ r^k exp(-(β/N) V(max(r,s))) dr.

In the code this is `cutoffIntegral β g R N k s`.

```lean
/-- The integral of the Coulomb slice factor over `0 < r < R` with radial measure `r ^ k dr`,
the potential being frozen at its value at `s > 0` inside the core `r < s`; here `N ≥ 1`. -/
def cutoffIntegral (β g R : ℝ) (N k : ℕ) (s : ℝ) : ℝ :=
  ∫ r in (0 : ℝ)..R, r ^ k * sliceFactor β N (coulomb g) (max r s)
```

## (a) The exponent of one slice

Show that the Coulomb slice factor is

exp(-(β/N) V(r)) = exp(βg/(Nr)).

**Solution.** The two minus signs cancel: -(β/N)(-g/r) = βg/(Nr). Write a = βg/N from here on, so that the factor is exp(a/r).

Lean writes the exponent as `β * g / N / r`, and `ring` does the algebra. The statement carries no conditions on N and r because Lean sets division by zero to zero; the physical reading needs N ≥ 1 and r > 0.

```lean
/-- The Coulomb slice factor at distance `r` is `exp (β * g / N / r)`. -/
theorem sliceFactor_coulomb (β g : ℝ) (N : ℕ) (r : ℝ) :
    sliceFactor β N (coulomb g) r = Real.exp (β * g / N / r) := by
  unfold sliceFactor coulomb
  congr 1
  ring
```

## (b) Continuity with a core

For s > 0, show that the regularised weight

w_s(r) = r^k exp(a/max(r,s))

is a continuous function of r.

**Solution.** Since max(r,s) ≥ s > 0, the denominator never vanishes. The quotient a/max(r,s) is therefore continuous, and so are its exponential and the product with r^k. A function that is continuous on the closed interval 0 ≤ r ≤ R, endpoints included, is integrable over it, so I_N(s) is finite.

The theorem states the continuity, on the whole real line; later proofs derive integrability from it. Its `h` is the non-vanishing denominator.

```lean
/-- With a core radius `s > 0` the regularised weight of a slice, `r ^ k` times the Coulomb slice
factor at `max r s`, is a continuous function of `r`. -/
theorem cutoff_continuous (β g : ℝ) (N k : ℕ) {s : ℝ} (hs : 0 < s) :
    Continuous (fun r : ℝ => r ^ k * sliceFactor β N (coulomb g) (max r s)) := by
  simp only [sliceFactor_coulomb]
  have h : ∀ r : ℝ, max r s ≠ 0 := fun r => (lt_of_lt_of_le hs (le_max_right r s)).ne'
  exact (continuous_id.pow k).mul (Real.continuous_exp.comp
    (continuous_const.div (continuous_id.max continuous_const) h))
```

## (c) The radial integral of a constant

For a constant C, show that

∫₀ᴿ r^k C dr = C R^(k+1)/(k+1).

**Solution.** Take C outside and use the antiderivative r^(k+1)/(k+1), which vanishes at r = 0. The Lean proof uses the same two rules.

```lean
/-- The integral of `r ^ k` times a constant over `0 < r < R`. -/
theorem radial_integral (k : ℕ) (R C : ℝ) :
    ∫ r in (0 : ℝ)..R, r ^ k * C = R ^ (k + 1) / (k + 1) * C := by
  rw [intervalIntegral.integral_mul_const, integral_pow]
  simp
```

## (d) The contribution of the core

For 0 < s ≤ R, show that

I_N(s) ≥ s^(k+1)/(k+1) · exp(a/s).

**Solution.** Split the integral at r = s. For r ≤ s the exponential has the constant value exp(a/s), so part (c) gives the right-hand side. For s ≤ r ≤ R the integrand is non-negative, and dropping that piece can only lower the value.

In the proof, `hsplit` is the splitting, `hcore` the inner integral and `houter` the sign of the outer one; `linarith` combines them. The sign of g plays no role here.

```lean
/-- For `0 < s ≤ R` the regularised integral is at least the contribution of the core `r < s`, which
is `s ^ (k + 1) / (k + 1)` times the slice factor at `s`. -/
theorem core_le_cutoffIntegral (β g : ℝ) (N k : ℕ) {s R : ℝ} (hs : 0 < s) (hsR : s ≤ R) :
    s ^ (k + 1) / (k + 1) * Real.exp (β * g / N / s) ≤ cutoffIntegral β g R N k s := by
  have hc := cutoff_continuous β g N k hs
  -- split the range of integration at the core radius
  have hsplit := intervalIntegral.integral_add_adjacent_intervals
    (hc.intervalIntegrable (μ := volume) 0 s) (hc.intervalIntegrable (μ := volume) s R)
  have hcore : ∫ r in (0 : ℝ)..s, r ^ k * sliceFactor β N (coulomb g) (max r s)
      = s ^ (k + 1) / (k + 1) * Real.exp (β * g / N / s) := by
    rw [← radial_integral]
    apply intervalIntegral.integral_congr
    intro r hr
    rw [uIcc_of_le hs.le] at hr
    simp only [sliceFactor_coulomb, max_eq_right hr.2]
  have houter : 0 ≤ ∫ r in s..R, r ^ k * sliceFactor β N (coulomb g) (max r s) := by
    apply intervalIntegral.integral_nonneg hsR
    intro r hr
    exact mul_nonneg (pow_nonneg (hs.le.trans hr.1) k) (Real.exp_pos _).le
  unfold cutoffIntegral
  linarith
```

## (e) Divergence as the core shrinks

Let β, g and R be positive and fix N ≥ 1. Show that

I_N(s) → +∞ as s decreases to 0.

**Solution.** Now a > 0. All Taylor terms of exp(x) are non-negative for x ≥ 0, so exp(x) ≥ x^(k+2)/(k+2)!. With x = a/s, part (d) gives, for 0 < s < R,

I_N(s) ≥ s^(k+1)/(k+1) · (a/s)^(k+2)/(k+2)! = a^(k+2)/((k+2)! (k+1)) · 1/s.

The right-hand side grows without bound. For k = 2 it is a⁴/(72 s); in the smallest case, k = 0, it is a²/(2s). A larger N reduces a, and with it the prefactor of this lower bound, but the bound still diverges. The integral itself grows faster than any power of 1/s, because part (d) bounds it from below by s^(k+1)/(k+1) · exp(a/s).

In Lean, `𝓝[>] 0` means that s approaches zero from above, and `atTop` stands for +∞. The Taylor bound is `h2`, and the `calc` block is the displayed estimate, with k + 2 written as `k + 1 + 1`.

```lean
/-- For `β > 0`, `R > 0`, an attractive Coulomb potential (`g > 0`) and any fixed number `N ≥ 1` of
slices, the regularised integral grows without bound as the core radius decreases to zero. -/
theorem cutoffIntegral_diverges {β g R : ℝ} {N : ℕ} (k : ℕ) (hβ : 0 < β) (hg : 0 < g)
    (hR : 0 < R) (hN : 1 ≤ N) :
    Tendsto (cutoffIntegral β g R N k) (𝓝[>] 0) atTop := by
  have hN' : (0 : ℝ) < N := by exact_mod_cast hN
  obtain ⟨a, ha⟩ : ∃ a, a = β * g / N := ⟨_, rfl⟩
  have hapos : 0 < a := by rw [ha]; positivity
  have hf : (0 : ℝ) < (Nat.factorial (k + 1 + 1) : ℝ) := by
    exact_mod_cast Nat.factorial_pos _
  have hC : 0 < a ^ (k + 1 + 1) / ((Nat.factorial (k + 1 + 1) : ℝ) * (k + 1)) := by positivity
  refine tendsto_atTop_mono' _ ?_ (Tendsto.const_mul_atTop hC tendsto_inv_nhdsGT_zero)
  filter_upwards [Ioo_mem_nhdsGT hR] with s hs
  have hs0 : 0 < s := hs.1
  have h1 := core_le_cutoffIntegral β g N k hs0 hs.2.le
  rw [← ha] at h1
  -- one Taylor term of the exponential already beats the core volume
  have h2 := Real.pow_div_factorial_le_exp (a / s) (by positivity) (k + 1 + 1)
  refine le_trans ?_ h1
  calc a ^ (k + 1 + 1) / ((Nat.factorial (k + 1 + 1) : ℝ) * (k + 1)) * s⁻¹
      = s ^ (k + 1) / (k + 1) * ((a / s) ^ (k + 1 + 1) / (Nat.factorial (k + 1 + 1) : ℝ)) := by
        rw [div_pow, pow_succ s (k + 1)]
        field_simp
    _ ≤ s ^ (k + 1) / (k + 1) * Real.exp (a / s) :=
        mul_le_mul_of_nonneg_left h2 (by positivity)
```

## (f) Integrability without a core

Let β > 0, R > 0 and N ≥ 1. Show that

r^k exp(a/r) is integrable on 0 < r < R ⇔ g ≤ 0.

**Solution.** Suppose that g > 0 and that the bare weight has a finite integral J. Since max(r,s) ≥ r, we have exp(a/max(r,s)) ≤ exp(a/r), and hence I_N(s) ≤ J for every s > 0. This contradicts part (e).

Suppose instead that g ≤ 0. Then a/r ≤ 0, so the weight lies between 0 and r^k, which is integrable on the interval.

With k = 2, R = 1 and c = βg, the result says that r² exp(c/(Nr)) is integrable on 0 < r < 1 exactly when c ≤ 0. For path-integral simulation this means that, in this one-distance, one-slice model, no finite number of slices repairs the bare primitive factor of an attractive pair.

`IntegrableOn … (Ioo 0 R)` is Lebesgue integrability on the open interval. The first half of the proof picks an s with I_N(s) > J and refutes it by comparing integrands; the second half is the domination by r^k, through `Integrable.mono'`.

```lean
/-- For `β > 0`, `R > 0` and every number `N ≥ 1` of slices, the Coulomb slice factor is
integrable over `0 < r < R` with measure `r ^ k dr` exactly when the potential is not
attractive. Three-dimensional space is `k = 2`. -/
theorem coulomb_slice_integrable_iff {β R : ℝ} {N : ℕ} (g : ℝ) (k : ℕ) (hβ : 0 < β)
    (hR : 0 < R) (hN : 1 ≤ N) :
    IntegrableOn (fun r : ℝ => r ^ k * sliceFactor β N (coulomb g) r) (Ioo 0 R) ↔ g ≤ 0 := by
  constructor
  · intro hint
    by_contra hneg
    have hg : 0 < g := not_le.1 hneg
    have hint' := (intervalIntegrable_iff_integrableOn_Ioo_of_le hR.le).2 hint
    -- a finite bare integral would bound all regularised integrals
    obtain ⟨s, hbig, hs⟩ := (((cutoffIntegral_diverges k hβ hg hR hN).eventually_gt_atTop
      (∫ r in (0 : ℝ)..R, r ^ k * sliceFactor β N (coulomb g) r)).and
      self_mem_nhdsWithin).exists
    have hs0 : 0 < s := hs
    refine absurd hbig (not_lt_of_ge ?_)
    unfold cutoffIntegral
    apply intervalIntegral.integral_mono_on_of_le_Ioo hR.le
      ((cutoff_continuous β g N k hs0).intervalIntegrable 0 R) hint'
    intro r hr
    have hr0 : 0 < r := hr.1
    have hle : r ≤ max r s := le_max_left r s
    simp only [sliceFactor_coulomb]
    gcongr
  · intro hg
    simp only [sliceFactor_coulomb]
    -- without attraction the slice factor is at most one
    have hpow : IntegrableOn (fun r : ℝ => r ^ k) (Ioo 0 R) :=
      ((continuous_pow k).integrableOn_Icc (a := 0) (b := R)).mono_set Ioo_subset_Icc_self
    have hmeas : Measurable (fun r : ℝ => r ^ k * Real.exp (β * g / N / r)) := by fun_prop
    refine Integrable.mono' hpow hmeas.aestronglyMeasurable
      (ae_restrict_of_forall_mem measurableSet_Ioo ?_)
    intro r hr
    have hk : 0 ≤ r ^ k := pow_nonneg hr.1.le k
    rw [Real.norm_eq_abs, abs_of_nonneg (mul_nonneg hk (Real.exp_pos _).le)]
    refine mul_le_of_le_one_right hk (Real.exp_le_one_iff.2 ?_)
    exact div_nonpos_of_nonpos_of_nonneg (div_nonpos_of_nonpos_of_nonneg
      (mul_nonpos_iff.2 (Or.inl ⟨hβ.le, hg⟩)) (Nat.cast_nonneg N)) hr.1.le
```

## (g) Many slices at a fixed core radius

Fix s > 0 and R > 0. Show that

I_N(s) → R^(k+1)/(k+1) as N → ∞.

**Solution.** Put b = |βg|/s. Since max(r,s) ≥ s, the exponent satisfies |βg/(N max(r,s))| ≤ b/N. Integrating the resulting bounds with part (c) gives

R^(k+1)/(k+1) · exp(-b/N) ≤ I_N(s) ≤ R^(k+1)/(k+1) · exp(b/N).

Both outer terms tend to R^(k+1)/(k+1), the value without a potential.

For an attractive pair the order of limits therefore matters: N → ∞ at fixed s gives the free value, while s → 0 at fixed N gives +∞. The free value belongs to a single slice, whose potential term (β/N) V vanishes in the limit; a product over all N slices would retain the interaction.

In the proof, `key` is the bound on the exponent, `hlim` the limit of the outer terms, and the two final bullets are the lower and upper estimates.

```lean
/-- At a fixed core radius `s > 0` the regularised integral tends to its value without
potential, `R ^ (k + 1) / (k + 1)`, as the number of slices grows. -/
theorem cutoffIntegral_tendsto_free (β g : ℝ) (k : ℕ) {R s : ℝ} (hR : 0 < R) (hs : 0 < s) :
    Tendsto (fun N : ℕ => cutoffIntegral β g R N k s) atTop (𝓝 (R ^ (k + 1) / (k + 1))) := by
  have hlim : ∀ b : ℝ, Tendsto (fun N : ℕ => R ^ (k + 1) / (k + 1) * Real.exp (b / N)) atTop
      (𝓝 (R ^ (k + 1) / (k + 1))) := by
    intro b
    have h : Tendsto (fun N : ℕ => R ^ (k + 1) / (k + 1) * Real.exp (b / N)) atTop
        (𝓝 (R ^ (k + 1) / (k + 1) * Real.exp 0)) :=
      ((Real.continuous_exp.tendsto 0).comp
        (tendsto_const_div_atTop_nhds_zero_nat b)).const_mul _
    rwa [Real.exp_zero, mul_one] at h
  -- the exponent is uniformly of order 1/N once the core is frozen
  have key : ∀ (N : ℕ) (r : ℝ), |β * g / N / max r s| ≤ |β * g| / s / N := by
    intro N r
    have hle : s ≤ max r s := le_max_right r s
    have hm : 0 < max r s := lt_of_lt_of_le hs hle
    rw [abs_div, abs_div, Nat.abs_cast, abs_of_pos hm, div_right_comm]
    gcongr
  have hcon : ∀ C : ℝ, Continuous (fun r : ℝ => r ^ k * C) := fun C =>
    (continuous_pow k).mul continuous_const
  refine tendsto_of_tendsto_of_tendsto_of_le_of_le (hlim (-(|β * g| / s)))
    (hlim (|β * g| / s)) ?_ ?_
  · intro N
    simp only [cutoffIntegral]
    rw [← radial_integral]
    apply intervalIntegral.integral_mono_on hR.le ((hcon _).intervalIntegrable 0 R)
      ((cutoff_continuous β g N k hs).intervalIntegrable 0 R)
    intro r hr
    rw [sliceFactor_coulomb, neg_div]
    exact mul_le_mul_of_nonneg_left (Real.exp_le_exp.2 (abs_le.1 (key N r)).1)
      (pow_nonneg hr.1 k)
  · intro N
    simp only [cutoffIntegral]
    rw [← radial_integral]
    apply intervalIntegral.integral_mono_on hR.le
      ((cutoff_continuous β g N k hs).intervalIntegrable 0 R) ((hcon _).intervalIntegrable 0 R)
    intro r hr
    rw [sliceFactor_coulomb]
    exact mul_le_mul_of_nonneg_left (Real.exp_le_exp.2 (abs_le.1 (key N r)).2)
      (pow_nonneg hr.1 k)

end

end CoulombCollapse
```

```lean
#print axioms CoulombCollapse.coulomb_slice_integrable_iff
-- 'CoulombCollapse.coulomb_slice_integrable_iff' depends on axioms: [propext, Classical.choice, Quot.sound]
#print axioms CoulombCollapse.cutoffIntegral_tendsto_free
-- 'CoulombCollapse.cutoffIntegral_tendsto_free' depends on axioms: [propext, Classical.choice, Quot.sound]
```
